# For $m\ge 1$, a fraction $(m+1)/(2(2m-1))$ of standard $(m,m)$ tableaux has 2 in the second row

This fraction tends to $1/4$ as $m$ grows. In the genealogical basis for the singlet spin functions of $2m$ electrons, each tableau labels one function: an electron in the first row raises the total spin by $1/2$, one in the second row lowers it. Having 2 in the second row therefore means that electrons 1 and 2 form a singlet pair, and forcing that pair discards nearly three quarters of the functions for large $m$. The theorems count tableaux; the basis supplies their spin meaning.

```lean
import Mathlib

open Finset

namespace SingletPairTableaux
```

## Tableaux as fillings

A filling is a function `T : Fin 2 → Fin m → ℕ`, with `T 0` the first row and `T 1` the second. Rows and columns increase, and the boxes are in bijection with $1,\dots,2m$.

```lean
/-- A standard tableau with two rows of length `m`: rows and columns increase, and each of the
labels `1, ..., 2m` fills exactly one box. -/
structure IsStandard {m : ℕ} (T : Fin 2 → Fin m → ℕ) : Prop where
  row : ∀ i, StrictMono (T i)
  col : ∀ j, T 0 j < T 1 j
  entries : Set.BijOn (fun p : Fin 2 × Fin m => T p.1 p.2) Set.univ (Set.Icc 1 (2 * m))
```

All such fillings form one family.

```lean
/-- The standard tableaux of shape `(m,m)`. -/
def tableaux (m : ℕ) : Set (Fin 2 → Fin m → ℕ) := {T | IsStandard T}
```

Those with 2 in the second row form the other.

```lean
/-- The standard tableaux of shape `(m,m)` with electron 2 in the second row. -/
def singletPair (m : ℕ) : Set (Fin 2 → Fin m → ℕ) := {T | IsStandard T ∧ ∃ j, T 1 j = 2}
```

## Counting second rows

Let $f(n,b)$ count the $b$-element sets $A\subseteq\{1,\dots,n\}$ with $2|A\cap\{1,\dots,k\}|\le k$ for every $k$, so that the spin never becomes negative; call sets obeying this bound admissible. Let $g(n,b)$ count those containing 2. In Lean, `q` is `False` for $f$ and `True` for $g$.

```lean
open Classical in
/-- Admissible sets of `b` among `n` electrons: for every `k`, they contain at most half of the
first `k` electrons; if `q` holds, electron 2 must belong to the set. -/
noncomputable def secondRows (q : Prop) (n b : ℕ) : Finset (Finset ℕ) :=
  (Icc 1 n).powerset.filter fun A =>
    A.card = b ∧ (∀ k, 2 * (A.filter (· ≤ k)).card ≤ k) ∧ (q → 2 ∈ A)
```

Taking $k=n$ gives $f(n,b)=g(n,b)=0$ for $2b>n$. The empty set gives $f(n,0)=1$ and $g(n,0)=0$.

```lean
/-- No admissible set holds more than half of the electrons; the empty set is the only one of
size zero, and it is excluded when electron 2 is required. -/
theorem card_secondRows_boundary (n : ℕ) :
    (∀ q b, n < 2 * b → (secondRows q n b).card = 0) ∧
      (secondRows False n 0).card = 1 ∧ (secondRows True n 0).card = 0 := by
  refine ⟨fun q b hb => ?_, ?_, ?_⟩
  · refine card_eq_zero.mpr (eq_empty_of_forall_notMem fun A hA => ?_)
    simp only [secondRows, mem_filter, mem_powerset] at hA
    have h := hA.2.2.1 n
    rw [filter_true_of_mem fun x hx => (mem_Icc.mp (hA.1 hx)).2, hA.2.1] at h
    omega
  · refine card_eq_one.mpr ⟨∅, ?_⟩
    ext A
    simp only [secondRows, mem_filter, mem_powerset, mem_singleton, card_eq_zero]
    constructor
    · exact fun h => h.2.1
    · rintro rfl
      simp
  · refine card_eq_zero.mpr (eq_empty_of_forall_notMem fun A hA => ?_)
    simp only [secondRows, mem_filter, mem_powerset] at hA
    have h := hA.2.2.2 trivial
    rw [card_eq_zero.mp hA.2.1] at h
    exact notMem_empty _ h
```

Electron $n+1$ either stays out of $A$ or joins it. If $2(b+1)\le n+1$,
$$f(n+1,b+1)=f(n,b+1)+f(n,b),$$
and $g$ obeys the same rule for $n\ge2$. The proof splits the family into two disjoint parts by erasing or inserting `n + 1`.

```lean
/-- Adding one electron: it either stays out of the second row or joins it, provided the second
row then holds at most half of all electrons and any condition on electron 2 is already settled. -/
theorem card_secondRows_step {q : Prop} {n b : ℕ} (hq : q → 2 ≤ n) (hb : 2 * (b + 1) ≤ n + 1) :
    (secondRows q (n + 1) (b + 1)).card
      = (secondRows q n (b + 1)).card + (secondRows q n b).card := by
  have hnot : ∀ c, ∀ A ∈ secondRows q n c, n + 1 ∉ A := by
    intro c A hA h
    simp only [secondRows, mem_filter, mem_powerset] at hA
    have := mem_Icc.mp (hA.1 h)
    omega
  have hsplit : secondRows q (n + 1) (b + 1)
      = secondRows q n (b + 1) ∪ (secondRows q n b).image (insert (n + 1)) := by
    ext A
    constructor
    · intro hA
      simp only [secondRows, mem_filter, mem_powerset] at hA
      obtain ⟨hs, hc, hk, h2⟩ := hA
      by_cases h : n + 1 ∈ A
      · refine mem_union_right _ (mem_image.mpr ⟨A.erase (n + 1), ?_, insert_erase h⟩)
        simp only [secondRows, mem_filter, mem_powerset]
        refine ⟨fun x hx => ?_, by rw [card_erase_of_mem h, hc]; omega, fun k => ?_,
          fun hq' => mem_erase.mpr ⟨by have := hq hq'; omega, h2 hq'⟩⟩
        · have h1 := mem_Icc.mp (hs (mem_of_mem_erase hx))
          have h3 := ne_of_mem_erase hx
          exact mem_Icc.mpr (by omega)
        · exact (Nat.mul_le_mul_left 2 (card_le_card
            (filter_subset_filter _ (erase_subset _ _)))).trans (hk k)
      · refine mem_union_left _ ?_
        simp only [secondRows, mem_filter, mem_powerset]
        refine ⟨fun x hx => ?_, hc, hk, h2⟩
        have h1 := mem_Icc.mp (hs hx)
        have h3 : x ≠ n + 1 := fun e => h (e ▸ hx)
        exact mem_Icc.mpr (by omega)
    · intro hA
      rcases mem_union.mp hA with hA | hA
      · simp only [secondRows, mem_filter, mem_powerset] at hA ⊢
        exact ⟨hA.1.trans (Icc_subset_Icc_right (by omega)), hA.2⟩
      · obtain ⟨B, hB, rfl⟩ := mem_image.mp hA
        have hn := hnot b B hB
        simp only [secondRows, mem_filter, mem_powerset] at hB ⊢
        obtain ⟨hs, hc, hk, h2⟩ := hB
        have hcard : (insert (n + 1) B).card = b + 1 := by rw [card_insert_of_notMem hn, hc]
        refine ⟨insert_subset (mem_Icc.mpr (by omega))
          (hs.trans (Icc_subset_Icc_right (by omega))), hcard, fun k => ?_,
          fun h => mem_insert_of_mem (h2 h)⟩
        by_cases h : n + 1 ≤ k
        · have := card_filter_le (insert (n + 1) B) (· ≤ k)
          omega
        · rw [filter_insert, if_neg h]
          exact hk k
  rw [hsplit, card_union_of_disjoint, card_image_of_injOn]
  · intro B hB C hC h
    rw [← erase_insert (hnot b B hB), ← erase_insert (hnot b C hC)]
    exact congrArg (fun D => D.erase (n + 1)) h
  · refine disjoint_left.mpr fun A hA hA' => ?_
    obtain ⟨B, -, rfl⟩ := mem_image.mp hA'
    exact hnot _ _ hA (mem_insert_self _ _)
```

Next, $g(n+2,b+1)=f(n,b)$, by induction on $n$. At $n=0$ only $\{2\}$ contributes, for $b=0$. For $b\ge1$ and $2(b+1)\le n+3$,
$$g(n+3,b+1)=g(n+2,b+1)+g(n+2,b)=f(n,b)+f(n,b-1)=f(n+1,b).$$
For $b=0$ both sides are 1; beyond the size bound both vanish.

```lean
/-- Admissible sets containing electron 2 are as numerous as all admissible sets for two
electrons fewer, with one electron fewer in the set. -/
theorem card_secondRows_pair (n b : ℕ) :
    (secondRows True (n + 2) (b + 1)).card = (secondRows False n b).card := by
  induction n generalizing b with
  | zero =>
    cases b with
    | zero =>
      rw [(card_secondRows_boundary 0).2.1]
      refine card_eq_one.mpr ⟨{2}, ?_⟩
      ext A
      simp only [secondRows, mem_filter, mem_powerset, mem_singleton]
      constructor
      · rintro ⟨-, hc, -, h2⟩
        obtain ⟨a, rfl⟩ := card_eq_one.mp hc
        rw [mem_singleton.mp (h2 trivial)]
      · rintro rfl
        refine ⟨by simp, by simp, fun k => ?_, by simp⟩
        rw [filter_singleton]
        split_ifs with h <;> simp [h]
    | succ c =>
      rw [(card_secondRows_boundary _).1 _ _ (by omega),
        (card_secondRows_boundary _).1 _ _ (by omega)]
  | succ n ih =>
    by_cases h : 2 * (b + 1) ≤ n + 3
    · refine (card_secondRows_step (q := True) (n := n + 2) (b := b)
        (fun _ => by omega) (by omega)).trans ?_
      cases b with
      | zero =>
        rw [ih 0, (card_secondRows_boundary n).2.1, (card_secondRows_boundary (n + 2)).2.2,
          (card_secondRows_boundary (n + 1)).2.1]
      | succ c =>
        rw [ih (c + 1), ih c, card_secondRows_step (fun h => h.elim) (by omega)]
    · rw [(card_secondRows_boundary _).1 _ _ (by omega),
        (card_secondRows_boundary _).1 _ _ (by omega)]
```

For $2(b+1)\le n+1$, Pascal's rule and the addition rule give
$$f(n,b+1)=\binom n{b+1}-\binom nb.$$
The induction meets the edge $n=2b+1$, where $f$ vanishes and the two binomials agree by symmetry.

```lean
/-- As long as `2(b+1) ≤ n+1`, the number of admissible sets of size `b+1` is the difference of
two neighbouring binomial coefficients. -/
theorem card_secondRows_add_choose {n b : ℕ} (hb : 2 * (b + 1) ≤ n + 1) :
    (secondRows False n (b + 1)).card + n.choose b = n.choose (b + 1) := by
  induction n generalizing b with
  | zero => omega
  | succ n ih =>
    by_cases h : 2 * (b + 1) ≤ n + 1
    · rw [card_secondRows_step (fun h => h.elim) h]
      have h1 := ih h
      cases b with
      | zero =>
        rw [(card_secondRows_boundary n).2.1]
        simp only [zero_add, Nat.choose_zero_right, Nat.choose_one_right] at h1 ⊢
        omega
      | succ c =>
        have h2 := ih (b := c) (by omega)
        rw [Nat.choose_succ_succ' n (c + 1), Nat.choose_succ_succ' n c]
        omega
    · obtain rfl : n = 2 * b := by omega
      rw [(card_secondRows_boundary _).1 _ _ (by omega), zero_add]
      exact (Nat.choose_symm_half b).symm
```

## From sets back to tableaux

In a tableau, every second-row label up to $k$ has a smaller partner above it, so its second row is admissible. That row fixes the first as its complement.

Conversely, list $A$ as $s_0<s_1<\cdots$ and its complement as $r_0<r_1<\cdots$. If $r_j>s_j$, the labels up to $s_j$ include $j+1$ from $A$ and at most $j$ others, contradicting admissibility. Hence $r_j<s_j$. These arguments supply the three goals of `Set.ncard_congr`: membership, injectivity and surjectivity.

```lean
/-- Standard tableaux of shape `(m,m)` are as numerous as admissible sets of `m` among `2m`
electrons, with or without the demand that electron 2 be in the second row and in the set. -/
theorem ncard_eq_card_secondRows (q : Prop) (m : ℕ) :
    {T : Fin 2 → Fin m → ℕ | IsStandard T ∧ (q → ∃ j, T 1 j = 2)}.ncard
      = (secondRows q (2 * m) m).card := by
  rw [← Set.ncard_coe_finset]
  refine Set.ncard_congr (fun T _ => univ.image (T 1)) ?_ ?_ ?_
  · -- columns increase, so each second-row label up to `k` has a partner above it
    rintro T ⟨hT, hq⟩
    simp only [secondRows, mem_coe, mem_filter, mem_powerset]
    refine ⟨fun x hx => ?_, ?_, fun k => ?_, fun h => ?_⟩
    · obtain ⟨j, -, rfl⟩ := mem_image.mp hx
      exact mem_Icc.mpr (hT.entries.mapsTo (Set.mem_univ ((1 : Fin 2), j)))
    · rw [card_image_of_injective _ (hT.row 1).injective, card_univ, Fintype.card_fin]
    · have h1 : ((univ.image (T 1)).filter (· ≤ k)).card
          ≤ (univ.filter fun j => T 1 j ≤ k).card := by
        rw [filter_image]
        exact card_image_le
      have h2 : ((univ ×ˢ (univ.filter fun j => T 1 j ≤ k)).image
          fun p : Fin 2 × Fin m => T p.1 p.2) ⊆ Icc 1 k := by
        intro x hx
        obtain ⟨⟨i, j⟩, hp, rfl⟩ := mem_image.mp hx
        have hj : T 1 j ≤ k := (mem_filter.mp (mem_product.mp hp).2).2
        have hl : 1 ≤ T i j := (hT.entries.mapsTo (Set.mem_univ (i, j))).1
        have hi : T i j ≤ T 1 j := (Fin.forall_fin_two (p := fun i => T i j ≤ T 1 j)).mpr
          ⟨(hT.col j).le, le_rfl⟩ i
        exact mem_Icc.mpr ⟨hl, hi.trans hj⟩
      have h3 := card_le_card h2
      rw [card_image_of_injective _ (fun a b h =>
        hT.entries.injOn (Set.mem_univ a) (Set.mem_univ b) h), card_product, card_univ,
        Fintype.card_fin, Nat.card_Icc] at h3
      omega
    · obtain ⟨j, hj⟩ := hq h
      exact mem_image.mpr ⟨j, mem_univ j, hj⟩
  · -- the second row determines the first as its complement
    have key : ∀ T : Fin 2 → Fin m → ℕ, IsStandard T → ∀ x,
        x ∈ Set.range (T 0) ↔ x ∈ Set.Icc 1 (2 * m) ∧ x ∉ Set.range (T 1) := by
      intro T hT x
      constructor
      · rintro ⟨j, rfl⟩
        refine ⟨hT.entries.mapsTo (Set.mem_univ ((0 : Fin 2), j)), fun ⟨i, hi⟩ => ?_⟩
        have := hT.entries.injOn (Set.mem_univ ((1 : Fin 2), i))
          (Set.mem_univ ((0 : Fin 2), j)) hi
        simp at this
      · rintro ⟨hx, hn⟩
        obtain ⟨⟨i, j⟩, -, h⟩ := hT.entries.surjOn hx
        fin_cases i
        · exact ⟨j, h⟩
        · exact absurd ⟨j, h⟩ hn
    rintro T U ⟨hT, -⟩ ⟨hU, -⟩ h
    have hr : Set.range (T 1) = Set.range (U 1) := by
      ext x
      simpa using Finset.ext_iff.mp h x
    have h0 : T 0 = U 0 := ((hT.row 0).range_inj (hU.row 0)).mp
      (Set.ext fun x => by rw [key T hT, key U hU, hr])
    have h1 : T 1 = U 1 := ((hT.row 1).range_inj (hU.row 1)).mp hr
    exact funext (Fin.forall_fin_two.mpr ⟨h0, h1⟩)
  · -- conversely, list the set and its complement in increasing order
    intro A hA
    simp only [secondRows, mem_coe, mem_filter, mem_powerset] at hA
    obtain ⟨hs, hc, hk, h2⟩ := hA
    have enum : ∀ B : Finset ℕ, B.card = m →
        ∃ r : Fin m → ℕ, StrictMono r ∧ ∀ x, x ∈ B ↔ ∃ j, r j = x := fun B hB =>
      ⟨B.orderEmbOfFin hB, (B.orderEmbOfFin hB).strictMono,
        fun x => (Set.ext_iff.mp (B.range_orderEmbOfFin hB) x).symm⟩
    obtain ⟨s, hsm, hsA⟩ := enum A hc
    obtain ⟨r, hrm, hrB⟩ := enum (Icc 1 (2 * m) \ A) (by
      rw [card_sdiff_of_subset hs, hc, Nat.card_Icc]; omega)
    have hsj : ∀ j, s j ∈ A := fun j => (hsA _).mpr ⟨j, rfl⟩
    have hrj : ∀ j, r j ∈ Icc 1 (2 * m) ∧ r j ∉ A := fun j =>
      mem_sdiff.mp ((hrB _).mpr ⟨j, rfl⟩)
    have hd : ∀ i j, r i ≠ s j := fun i j e => (hrj i).2 (e ▸ hsj j)
    have hcol : ∀ j, r j < s j := by
      intro j
      by_contra hlt
      have hlt' : s j < r j := lt_of_le_of_ne (not_lt.mp hlt) (hd j j).symm
      have h1 : (Iic j).image s ⊆ A.filter (· ≤ s j) := by
        intro x hx
        obtain ⟨i, hi, rfl⟩ := mem_image.mp hx
        exact mem_filter.mpr ⟨hsj i, hsm.monotone (mem_Iic.mp hi)⟩
      have h3 : Icc 1 (s j) ⊆ A.filter (· ≤ s j) ∪ (Iio j).image r := by
        intro x hx
        have hx' := mem_Icc.mp hx
        by_cases hxA : x ∈ A
        · exact mem_union_left _ (mem_filter.mpr ⟨hxA, hx'.2⟩)
        · have hb := (mem_Icc.mp (hs (hsj j))).2
          obtain ⟨i, rfl⟩ := (hrB x).mp
            (mem_sdiff.mpr ⟨mem_Icc.mpr ⟨hx'.1, hx'.2.trans hb⟩, hxA⟩)
          exact mem_union_right _ (mem_image.mpr
            ⟨i, mem_Iio.mpr (hrm.lt_iff_lt.mp (hx'.2.trans_lt hlt')), rfl⟩)
      have c1 := card_le_card h1
      have c3 := (card_le_card h3).trans (card_union_le _ _)
      rw [card_image_of_injective _ hsm.injective, Fin.card_Iic] at c1
      rw [card_image_of_injective _ hrm.injective, Fin.card_Iio, Nat.card_Icc] at c3
      have := hk (s j)
      omega
    refine ⟨![r, s], ⟨⟨Fin.forall_fin_two.mpr ⟨hrm, hsm⟩, hcol, ?_, ?_, ?_⟩,
      fun h => (hsA 2).mp (h2 h)⟩, ?_⟩
    · rintro ⟨i, j⟩ -
      fin_cases i
      · exact mem_Icc.mp (hrj j).1
      · exact mem_Icc.mp (hs (hsj j))
    · rintro ⟨i, j⟩ - ⟨i', j'⟩ - h
      fin_cases i <;> fin_cases i'
      · have h' : r j = r j' := h
        rw [hrm.injective h']
      · exact absurd h (hd j j')
      · exact absurd h.symm (hd j' j)
      · have h' : s j = s j' := h
        rw [hsm.injective h']
    · intro x hx
      by_cases hxA : x ∈ A
      · obtain ⟨j, hj⟩ := (hsA x).mp hxA
        exact ⟨((1 : Fin 2), j), Set.mem_univ _, hj⟩
      · obtain ⟨j, hj⟩ := (hrB x).mp (mem_sdiff.mpr ⟨mem_Icc.mpr hx, hxA⟩)
        exact ⟨((0 : Fin 2), j), Set.mem_univ _, hj⟩
    · ext x
      simp [hsA x]
```

For $m\ge1$ the number of tableaux is therefore
$$\binom{2m}{m}-\binom{2m}{m-1}=\frac1{m+1}\binom{2m}{m}=C_m,$$
the Catalan number; the empty tableau gives $C_0=1$.

```lean
/-- The number of standard tableaux of shape `(m,m)` is the Catalan number. -/
theorem ncard_tableaux (m : ℕ) : (tableaux m).ncard = catalan m := by
  have h : (tableaux m).ncard = (secondRows False (2 * m) m).card := by
    simpa [tableaux] using ncard_eq_card_secondRows False m
  rw [h]
  cases m with
  | zero => rw [(card_secondRows_boundary _).2.1, catalan_zero]
  | succ b =>
    have h1 := card_secondRows_add_choose (n := 2 * (b + 1)) (b := b) (by omega)
    have h2 := Nat.choose_succ_right_eq (2 * (b + 1)) b
    have h3 := succ_mul_catalan_eq_centralBinom (b + 1)
    rw [Nat.centralBinom_eq_two_mul_choose] at h3
    rw [show 2 * (b + 1) - b = b + 2 by omega] at h2
    have h4 := congrArg (fun x => (b + 2) * x) h1

    exact Nat.eq_of_mul_eq_mul_left (show 0 < b + 2 by omega) (by nlinarith [h2, h3, h4])
```

Setting $n=2m$, $b=m$ in the pair identity removes the singlet pair.

```lean
/-- Tableaux of shape `(m+1,m+1)` with electron 2 in the second row are as numerous as all
tableaux of shape `(m,m)`. -/
theorem ncard_singletPair_succ (m : ℕ) :
    (singletPair (m + 1)).ncard = (tableaux m).ncard := by
  have h : (singletPair (m + 1)).ncard = (secondRows True (2 * (m + 1)) (m + 1)).card := by
    simpa [singletPair] using ncard_eq_card_secondRows True (m + 1)
  have h' : (tableaux m).ncard = (secondRows False (2 * m) m).card := by
    simpa [tableaux] using ncard_eq_card_secondRows False m
  rw [h, h']
  exact card_secondRows_pair (2 * m) m
```

## The surviving fraction

The central binomial recurrence gives $(m+1)C_m=2(2m-1)C_{m-1}$, so
$$\frac{C_{m-1}}{C_m}=\frac{m+1}{2(2m-1)}.$$
For $m=1$ this is 1: two electrons have only one singlet spin function, up to a constant factor. For $m=2$ it is $1/2$.

```lean
/-- For `m ≥ 1`, the fraction of standard tableaux of shape `(m,m)` with electron 2 in the second
row is `(m+1)/(2(2m-1))`. -/
theorem singletPair_fraction {m : ℕ} (hm : 1 ≤ m) :
    ((singletPair m).ncard : ℝ) / (tableaux m).ncard = (m + 1) / (2 * (2 * m - 1)) := by
  obtain ⟨n, rfl⟩ := Nat.exists_eq_add_of_le' hm
  rw [ncard_singletPair_succ, ncard_tableaux, ncard_tableaux]
  have h1 := succ_mul_catalan_eq_centralBinom n
  have h2 := succ_mul_catalan_eq_centralBinom (n + 1)
  have h3 := Nat.succ_mul_centralBinom_succ n
  rw [← h1, ← h2] at h3
  -- the ratio of consecutive Catalan numbers
  have h4 : (n + 2) * catalan (n + 1) = 2 * (2 * n + 1) * catalan n :=
    Nat.eq_of_mul_eq_mul_left (show 0 < n + 1 by omega) (by nlinarith [h3])
  have h5 : ((n : ℝ) + 2) * catalan (n + 1) = 2 * (2 * n + 1) * catalan n := by
    exact_mod_cast h4
  have hc : (catalan (n + 1) : ℝ) ≠ 0 := by
    intro h
    have h0 : catalan (n + 1) = 0 := by exact_mod_cast h
    rw [h0, mul_zero] at h2
    exact (Nat.centralBinom_pos (n + 1)).ne h2
  have hn : (0 : ℝ) ≤ n := Nat.cast_nonneg n
  have hd : 2 * (2 * ((n : ℝ) + 1) - 1) ≠ 0 := by
    intro h
    linarith
  push_cast
  rw [div_eq_div_iff hc hd]
  linear_combination -h5
```

Rewriting the fraction as $\frac14+\frac{3}{4(2m-1)}$ gives the limit.

```lean
/-- As `m` grows, the fraction of standard tableaux of shape `(m,m)` with electron 2 in the
second row tends to one quarter. -/
theorem singletPair_fraction_tendsto :
    Filter.Tendsto (fun m : ℕ => ((singletPair m).ncard : ℝ) / (tableaux m).ncard)
      Filter.atTop (nhds (1 / 4)) := by
  have hd : Filter.Tendsto (fun m : ℕ => 4 * (2 * (m : ℝ) + -1)) Filter.atTop Filter.atTop :=
    (Filter.tendsto_atTop_add_const_right _ (-1)
      (tendsto_natCast_atTop_atTop.const_mul_atTop (by norm_num))).const_mul_atTop (by norm_num)
  have h1 := ((tendsto_const_nhds (x := (3 : ℝ))).div_atTop hd).const_add (1 / 4)
  rw [add_zero] at h1
  refine h1.congr' ?_
  filter_upwards [Filter.eventually_ge_atTop 1] with m hm
  have hm' : (1 : ℝ) ≤ m := by exact_mod_cast hm
  have hne : 2 * (m : ℝ) - 1 ≠ 0 := by
    intro h
    linarith
  rw [singletPair_fraction hm, ← sub_eq_add_neg]
  field_simp
  ring
```

Subtracting from 1 gives the discarded share, $\frac34-\frac{3}{4(2m-1)}$. For a fixed configuration of $2m$ singly occupied orbitals, this measures how much spin-coupling freedom one imposed singlet pair removes, but not the weight of the lost functions in a wavefunction or their effect on its energy.

```lean
/-- For `m ≥ 1`, keeping only the tableaux with electron 2 in the second row discards the
fraction `3/4 - 3/(4(2m-1))` of all standard tableaux of shape `(m,m)`. -/
theorem discarded_fraction {m : ℕ} (hm : 1 ≤ m) :
    ((tableaux m \ singletPair m).ncard : ℝ) / (tableaux m).ncard
      = 3 / 4 - 3 / (4 * (2 * m - 1)) := by
  have h := singletPair_fraction hm
  have hm' : (1 : ℝ) ≤ m := by exact_mod_cast hm
  have hne : ((tableaux m).ncard : ℝ) ≠ 0 := by
    intro h0
    rw [h0, div_zero] at h
    have : 0 < ((m : ℝ) + 1) / (2 * (2 * m - 1)) := div_pos (by linarith) (by linarith)
    linarith
  have hfin : (tableaux m).Finite := Set.finite_of_ncard_ne_zero (by exact_mod_cast hne)
  have hsum := Set.ncard_sdiff_add_ncard_of_subset
    (show singletPair m ⊆ tableaux m from fun T hT => hT.1) hfin
  have hs : ((tableaux m \ singletPair m).ncard : ℝ) + (singletPair m).ncard
      = (tableaux m).ncard := by exact_mod_cast hsum
  have hd : 2 * (m : ℝ) - 1 ≠ 0 := by
    intro h
    linarith
  -- split off the limiting value one quarter
  have e : 1 / 4 + 3 / (4 * (2 * (m : ℝ) - 1)) = ((m : ℝ) + 1) / (2 * (2 * (m : ℝ) - 1)) := by
    field_simp
    ring
  rw [eq_sub_of_add_eq hs, sub_div, div_self hne, h, ← e]
  ring

end SingletPairTableaux
```

```lean
#print axioms SingletPairTableaux.singletPair_fraction_tendsto
#print axioms SingletPairTableaux.discarded_fraction
```

```
'SingletPairTableaux.singletPair_fraction_tendsto' depends on axioms: [propext, Classical.choice, Quot.sound]
'SingletPairTableaux.discarded_fraction' depends on axioms: [propext, Classical.choice, Quot.sound]
```
